# The order-$N$ perturbation energy of a finite Hermitian matrix lies within $C|t|^{N+1}$ of an eigenvalue

Take two levels with energies 0 and 1, coupled with strength $t$:

$$H(t)=\begin{pmatrix}0&t\\t&1\end{pmatrix}.$$

First-order perturbation theory for the lower level gives the energy $0$ and the state $\varphi=(1,-t)$. Inserting them into the eigenvalue equation leaves

$$H(t)\varphi-0\cdot\varphi=(-t^2,\;t-t)=(-t^2,0).$$

The terms linear in $t$ have cancelled, and the residual has norm $t^2$. Since $\|\varphi\|\ge1$ and $H(t)$ is Hermitian, a residual this small forces an eigenvalue within $t^2$ of $0$. The same argument works at every order.

## From the order equations to an energy error

Let $H_0$ and $V$ be Hermitian on a finite-dimensional complex space. Suppose that states $\psi_k$ and real energies $E_k$ satisfy $\|\psi_0\|=1$, $\langle\psi_0,\psi_k\rangle=0$ for $1\le k\le N$, $H_0\psi_0=E_0\psi_0$, and

$$H_0\psi_{k+1}+V\psi_k=\sum_{i+j=k+1}E_i\psi_j\qquad(k+1\le N).$$

Write $\varphi=\sum_{k\le N}t^k\psi_k$ and $e=\sum_{k\le N}t^kE_k$, with $t$ real. The claim is that for $|t|\le1$ some eigenvalue of $H_0+tV$ lies within $C|t|^{N+1}$ of $e$, where $C$ does not depend on $t$.

**The residual.** Collecting equal powers of $t$ and using the order equations,

$$\begin{aligned}(H_0+tV)\varphi&=H_0\psi_0+\sum_{k=0}^{N-1}t^{k+1}(H_0\psi_{k+1}+V\psi_k)+t^{N+1}V\psi_N\\&=\sum_{i+j\le N}t^{i+j}E_i\psi_j+t^{N+1}V\psi_N.\end{aligned}$$

The product $e\varphi$ contains all pairs $i,j\le N$. Subtracting it leaves

$$r=t^{N+1}V\psi_N-\sum_{\substack{i,j\le N\\i+j>N}}t^{i+j}E_i\psi_j.$$

For $|t|\le1$ each remaining power satisfies $|t|^{i+j}\le|t|^{N+1}$, so the triangle inequality gives

$$\|r\|\le C|t|^{N+1},\qquad C=\|V\psi_N\|+\sum_{\substack{i,j\le N\\i+j>N}}|E_i|\,\|\psi_j\|.$$

**The norm.** Intermediate normalisation gives $\langle\psi_0,\varphi\rangle=1$, and Cauchy-Schwarz then gives $1\le\|\psi_0\|\|\varphi\|=\|\varphi\|$.

**The eigenvalue.** Let $A=H_0+tV$ have orthonormal eigenvectors $b_j$ with eigenvalues $\lambda_j$, and let $\mu$ be the eigenvalue closest to $e$. Then $\langle b_j,r\rangle=(\lambda_j-e)\langle b_j,\varphi\rangle$, so

$$\|r\|^2=\sum_j|\lambda_j-e|^2|\langle b_j,\varphi\rangle|^2\ge|\mu-e|^2\|\varphi\|^2.$$

Hence $|\mu-e|\le|\mu-e|\,\|\varphi\|\le\|r\|\le C|t|^{N+1}$.

**Numbers at second order.** In the two-level system $E_2=-1$ and $\psi_2=0$, while $\psi_1=(0,-1)$. The only nonzero term in $C$ is $|E_2|\|\psi_1\|=1$. At $t=0.1$ the truncated energy is $-0.01$ and the bound on its error is $0.001$. The exact lower eigenvalue is $(1-\sqrt{1.04})/2\approx-0.009902$, so the actual error is about $0.000098$.

**Without Hermiticity.** Take $N=0$, $\psi_0=(1,0)$, $E_0=0$ and

$$H_0=\begin{pmatrix}0&1\\0&0\end{pmatrix},\qquad V=\begin{pmatrix}0&1\\1&0\end{pmatrix}.$$

Only the Hermiticity of $H_0$ fails. For $0<t\le1$ the eigenvalues are $\pm\sqrt{t+t^2}$, at distance greater than $\sqrt t$ from $E_0$, and no bound $Ct$ can hold for all small $t$.

## States, energies and the order equations in Lean

The state space `S` is a complex inner product space, and operators are linear maps on it. Finite dimension is added only where the spectral theorem is used.

```lean
import Mathlib

open Finset

namespace PerturbationSeriesError

noncomputable section

variable {S : Type*} [NormedAddCommGroup S] [InnerProductSpace ℂ S]
```

The structure `SolvesThrough` collects the hypotheses on the corrections. Here `ε k` is $E_k$, real by its type, and `antidiagonal (k + 1)` is the set of pairs $(i,j)$ with $i+j=k+1$. Entries beyond order `N` are unrestricted and play no part. That a solution exists is assumed: for a degenerate level, $\psi_0$ must already be chosen so that the equations can be solved.

```lean
/-- The states `ψ k` and real energies `ε k` solve the Rayleigh-Schroedinger order equations
for `H₀ + t V` through order `N`, with unit `ψ 0` and intermediate normalisation. -/
structure SolvesThrough (H₀ V : S →ₗ[ℂ] S) (ψ : ℕ → S) (ε : ℕ → ℝ) (N : ℕ) : Prop where
  unit : ‖ψ 0‖ = 1
  intermediate : ∀ k, 1 ≤ k → k ≤ N → inner ℂ (ψ 0) (ψ k) = 0
  zeroth : H₀ (ψ 0) = (ε 0 : ℂ) • ψ 0
  order : ∀ k, k + 1 ≤ N →
    H₀ (ψ (k + 1)) + V (ψ k) = ∑ p ∈ antidiagonal (k + 1), (ε p.1 : ℂ) • ψ p.2
```

The truncated state $\varphi$ and energy $e$ include order `N`, hence the range `N + 1`.

```lean
/-- The perturbed state truncated after order `N`. -/
def truncState (ψ : ℕ → S) (N : ℕ) (t : ℝ) : S := ∑ k ∈ range (N + 1), (t : ℂ) ^ k • ψ k

/-- The perturbed energy truncated after order `N`. -/
def truncEnergy (ε : ℕ → ℝ) (N : ℕ) (t : ℝ) : ℝ := ∑ k ∈ range (N + 1), t ^ k * ε k
```

The pairs that survive in the residual, and the constant $C$, are defined separately. The arguments of `errorConst` do not include `t`, which makes the bound uniform over the interval.

```lean
/-- The pairs of orders, each at most `N`, whose total order exceeds `N`. -/
def highPairs (N : ℕ) : Finset (ℕ × ℕ) :=
  (range (N + 1) ×ˢ range (N + 1)).filter (fun p => ¬ p.1 + p.2 ≤ N)

/-- The error constant built from the corrections through order `N`. -/
def errorConst (V : S →ₗ[ℂ] S) (ψ : ℕ → S) (ε : ℕ → ℝ) (N : ℕ) : ℝ :=
  ‖V (ψ N)‖ + ∑ p ∈ highPairs N, |ε p.1| * ‖ψ p.2‖
```

## A small residual locates an eigenvalue

This lemma concerns any symmetric operator on a finite-dimensional space and any nonzero trial state. In its proof `par` expands a squared norm in the eigenbasis, `Finite.exists_min` selects the eigenvalue closest to `e`, and `hc` computes the components of the residual. The sums of squares are compared term by term, and the auxiliary `le_of_sq_le_sq` removes the squares.

```lean
/-- A Hermitian operator on a finite-dimensional space has an eigenvalue whose distance from the
real number `e`, times the norm of a nonzero trial state, is at most the norm of the residual of
that state. -/
theorem exists_eigenvalue_near [FiniteDimensional ℂ S] {A : S →ₗ[ℂ] S} (hA : A.IsSymmetric)
    {φ : S} (hφ : φ ≠ 0) (e : ℝ) :
    ∃ μ : ℝ, Module.End.HasEigenvalue A (μ : ℂ) ∧ |μ - e| * ‖φ‖ ≤ ‖A φ - (e : ℂ) • φ‖ := by
  have : Nontrivial S := ⟨φ, 0, hφ⟩
  have : Nonempty (Fin (Module.finrank ℂ S)) := ⟨⟨0, Module.finrank_pos⟩⟩
  let b := hA.eigenvectorBasis rfl
  let l := hA.eigenvalues rfl
  have hb : ∀ i, A (b i) = ((l i : ℝ) : ℂ) • b i := fun i => hA.apply_eigenvectorBasis rfl i
  have par : ∀ x : S, ‖x‖ ^ 2 = ∑ i, ‖inner ℂ (b i) x‖ ^ 2 := by
    intro x
    rw [← b.repr.norm_map x, EuclideanSpace.norm_sq_eq]
    simp only [b.repr_apply_apply]
  -- choose the eigenvalue closest to e
  obtain ⟨i, hi⟩ := Finite.exists_min (fun i => |l i - e|)
  refine ⟨l i, Module.End.hasEigenvalue_of_hasEigenvector
    ⟨Module.End.mem_eigenspace_iff.2 (hb i), b.orthonormal.ne_zero i⟩, ?_⟩
  have hc : ∀ j, ‖inner ℂ (b j) (A φ - (e : ℂ) • φ)‖ = |l j - e| * ‖inner ℂ (b j) φ‖ := by
    intro j
    have h : inner ℂ (b j) (A φ - (e : ℂ) • φ) = ((l j - e : ℝ) : ℂ) * inner ℂ (b j) φ := by
      rw [inner_sub_right, inner_smul_right, ← hA (b j) φ, hb j, inner_smul_left,
        Complex.conj_ofReal]
      push_cast
      ring
    rw [h, norm_mul, Complex.norm_real, Real.norm_eq_abs]
  refine le_of_sq_le_sq ?_ (norm_nonneg _)
  rw [mul_pow, par φ, par (A φ - (e : ℂ) • φ), mul_sum]
  refine sum_le_sum fun j _ => ?_
  rw [hc j, ← mul_pow]
  exact pow_le_pow_left₀ (by positivity)
    (mul_le_mul_of_nonneg_right (hi j) (norm_nonneg _)) 2
where
  le_of_sq_le_sq {a b : ℝ} (h : a ^ 2 ≤ b ^ 2) (hb : 0 ≤ b) : a ≤ b := by
    nlinarith [sq_nonneg (a - b)]
```

The lower bound on $\|\varphi\|$ follows the derivation above: `h1` is $\langle\psi_0,\varphi\rangle=1$, and `h2` is Cauchy-Schwarz.

```lean
/-- With intermediate normalisation the truncated state has norm at least one. -/
theorem one_le_norm_truncState {H₀ V : S →ₗ[ℂ] S} {ψ : ℕ → S} {ε : ℕ → ℝ} {N : ℕ}
    (h : SolvesThrough H₀ V ψ ε N) (t : ℝ) : 1 ≤ ‖truncState ψ N t‖ := by
  have h1 : inner ℂ (ψ 0) (truncState ψ N t) = 1 := by
    rw [truncState, inner_sum, sum_range_succ', sum_eq_zero]
    · simp [inner_self_eq_norm_sq_to_K, h.unit]
    · intro k hk
      have hk' := mem_range.1 hk
      rw [inner_smul_right, h.intermediate (k + 1) (by omega) (by omega), mul_zero]
  have h2 := norm_inner_le_norm (𝕜 := ℂ) (ψ 0) (truncState ψ N t)
  rwa [h1, h.unit, norm_one, one_mul] at h2
```

## Cancellation through order $N$

The identity for $r$ holds for every real `t` and needs neither Hermiticity nor finite dimension. The step `hact` proves the formula for $(H_0+tV)\varphi$ by induction on the truncation order, using one order equation at each step. Then `hprod` expands $e\varphi$ over the square of pairs, `hlow` identifies the sums over fixed total order with the part $i+j\le N$ of that square, and `hsplit` separates off the rest.

```lean
/-- The residual of the truncated state and energy contains only powers of `t` above `N`. -/
theorem residual_eq {H₀ V : S →ₗ[ℂ] S} {ψ : ℕ → S} {ε : ℕ → ℝ} {N : ℕ}
    (h : SolvesThrough H₀ V ψ ε N) (t : ℝ) :
    (H₀ + (t : ℂ) • V) (truncState ψ N t) - (truncEnergy ε N t : ℂ) • truncState ψ N t =
      (t : ℂ) ^ (N + 1) • V (ψ N) -
        ∑ p ∈ highPairs N, (t : ℂ) ^ (p.1 + p.2) • ((ε p.1 : ℂ) • ψ p.2) := by
  let f : ℕ × ℕ → S := fun p => (t : ℂ) ^ (p.1 + p.2) • ((ε p.1 : ℂ) • ψ p.2)
  -- the order equations, summed with their powers of t
  have hact : ∀ M, M ≤ N → H₀ (truncState ψ M t) + (t : ℂ) • V (truncState ψ M t) =
      (t : ℂ) ^ (M + 1) • V (ψ M) + ∑ m ∈ range (M + 1), ∑ p ∈ antidiagonal m, f p := by
    intro M
    induction M with
    | zero =>
      intro _
      simp [truncState, f, h.zeroth, add_comm]
    | succ M ih =>
      intro hM
      have hlast : ∑ p ∈ antidiagonal (M + 1), f p =
          (t : ℂ) ^ (M + 1) • (H₀ (ψ (M + 1)) + V (ψ M)) := by
        rw [h.order M hM, smul_sum]
        refine sum_congr rfl fun p hp => ?_
        simp only [f, mem_antidiagonal.1 hp]
      have hs : truncState ψ (M + 1) t =
          truncState ψ M t + (t : ℂ) ^ (M + 1) • ψ (M + 1) := sum_range_succ _ _
      rw [sum_range_succ, hlast, hs]
      simp only [map_add, map_smul]
      linear_combination (norm := module) ih (by omega)
  -- the product of the two truncated series
  have hprod : (truncEnergy ε N t : ℂ) • truncState ψ N t =
      ∑ p ∈ range (N + 1) ×ˢ range (N + 1), f p := by
    rw [sum_product, truncEnergy, truncState, Complex.ofReal_sum, sum_smul]
    refine sum_congr rfl fun i _ => ?_
    rw [smul_sum]
    refine sum_congr rfl fun j _ => ?_
    simp only [f, smul_smul]
    congr 1
    push_cast
    ring
  have hlow : ∑ m ∈ range (N + 1), ∑ p ∈ antidiagonal m, f p =
      ∑ p ∈ (range (N + 1) ×ˢ range (N + 1)).filter (fun p => p.1 + p.2 ≤ N), f p := by
    rw [← sum_fiberwise_of_maps_to (t := range (N + 1)) (g := fun p : ℕ × ℕ => p.1 + p.2)
      (fun p hp => mem_range.2 (Nat.lt_succ_of_le (mem_filter.1 hp).2))]
    refine sum_congr rfl fun m hm => sum_congr ?_ fun _ _ => rfl
    have hm' := mem_range.1 hm
    ext p
    simp only [HasAntidiagonal.mem_antidiagonal, mem_filter, mem_product, mem_range]
    omega
  have hsplit := sum_filter_add_sum_filter_not (range (N + 1) ×ˢ range (N + 1))
    (fun p : ℕ × ℕ => p.1 + p.2 ≤ N) f
  rw [LinearMap.add_apply, LinearMap.smul_apply, hact N le_rfl, hprod, hlow, ← hsplit]
  simp only [highPairs, f]
  abel
```

The condition $|t|\le1$ enters here, to replace each higher power by $|t|^{N+1}$.

```lean
/-- For `|t| ≤ 1` the residual is at most the error constant times `|t| ^ (N + 1)`. -/
theorem norm_residual_le {H₀ V : S →ₗ[ℂ] S} {ψ : ℕ → S} {ε : ℕ → ℝ} {N : ℕ}
    (h : SolvesThrough H₀ V ψ ε N) {t : ℝ} (ht : |t| ≤ 1) :
    ‖(H₀ + (t : ℂ) • V) (truncState ψ N t) - (truncEnergy ε N t : ℂ) • truncState ψ N t‖ ≤
      errorConst V ψ ε N * |t| ^ (N + 1) := by
  rw [residual_eq h t, errorConst, add_mul, sum_mul]
  refine (norm_sub_le _ _).trans (add_le_add ?_ ((norm_sum_le _ _).trans
    (sum_le_sum fun p hp => ?_)))
  · rw [norm_smul, norm_pow, Complex.norm_real, Real.norm_eq_abs, mul_comm]
  · have hp' : N + 1 ≤ p.1 + p.2 := by
      have := (mem_filter.1 hp).2
      omega
    rw [norm_smul, norm_smul, norm_pow, Complex.norm_real, Complex.norm_real,
      Real.norm_eq_abs, Real.norm_eq_abs, mul_comm]
    exact mul_le_mul_of_nonneg_left (pow_le_pow_of_le_one (abs_nonneg t) ht hp')
      (by positivity)
```

## The error bound for the truncated energy

The main theorem first checks that $H_0+tV$ is symmetric, which uses that `t` is real, and then chains the three estimates.

```lean
/-- Let `H₀` and `V` be Hermitian on a finite-dimensional space, with corrections that solve the
order equations through order `N`. For every real `t` with `|t| ≤ 1`, `H₀ + t V` has an eigenvalue
within `errorConst * |t| ^ (N + 1)` of the perturbation energy truncated after order `N`. -/
theorem exists_eigenvalue_near_truncEnergy [FiniteDimensional ℂ S] {H₀ V : S →ₗ[ℂ] S}
    (hH : H₀.IsSymmetric) (hV : V.IsSymmetric) {ψ : ℕ → S} {ε : ℕ → ℝ} {N : ℕ}
    (h : SolvesThrough H₀ V ψ ε N) (t : ℝ) (ht : |t| ≤ 1) :
    ∃ μ : ℝ, Module.End.HasEigenvalue (H₀ + (t : ℂ) • V) (μ : ℂ) ∧
      |μ - truncEnergy ε N t| ≤ errorConst V ψ ε N * |t| ^ (N + 1) := by
  have hA : (H₀ + (t : ℂ) • V).IsSymmetric := by
    intro x y
    simp only [LinearMap.add_apply, LinearMap.smul_apply, inner_add_left, inner_add_right,
      inner_smul_left, inner_smul_right, Complex.conj_ofReal, hH x y, hV x y]
  have h1 := one_le_norm_truncState h t
  have h0 : truncState ψ N t ≠ 0 := norm_pos_iff.1 (by linarith)
  obtain ⟨μ, hμ, hle⟩ := exists_eigenvalue_near hA h0 (truncEnergy ε N t)
  exact ⟨μ, hμ, (le_mul_of_one_le_right (abs_nonneg _) h1).trans
    (hle.trans (norm_residual_le h ht))⟩
```

The theorem provides some eigenvalue `μ`. It does not identify it as the one that grows continuously out of $E_0$, nor does it count multiplicities. The constant depends on `N`, so nothing follows about convergence of the series. For a Hamiltonian matrix in a finite basis, as in electronic-structure work, the theorem bounds the distance from the truncated energy to some eigenvalue of that matrix, and says nothing about the error of the basis itself. Where the perturbation is taken at full strength, $t=1$, as in Møller-Plesset theory, the bound is $C$ itself and the power of $t$ brings no reduction.

## The two-level system and the power $t^2$

The opening example is now written as operators on $\mathbb C^2$, with energies in units of the level gap.

```lean
/-- A two-level Hamiltonian with level energies 0 and 1. -/
def levels : EuclideanSpace ℂ (Fin 2) →ₗ[ℂ] EuclideanSpace ℂ (Fin 2) where
  toFun x := !₂[0, x 1]
  map_add' x y := by ext i; fin_cases i <;> simp
  map_smul' c x := by ext i; fin_cases i <;> simp

/-- The coupling that exchanges the two levels. -/
def coupling : EuclideanSpace ℂ (Fin 2) →ₗ[ℂ] EuclideanSpace ℂ (Fin 2) where
  toFun x := !₂[x 1, x 0]
  map_add' x y := by ext i; fin_cases i <;> simp
  map_smul' c x := by ext i; fin_cases i <;> simp
```

Through second order the states are $\psi_0=(1,0)$, $\psi_1=(0,-1)$ and $\psi_2=0$, and the energies are $E_0=E_1=0$ and $E_2=-1$. The definitions put zero at all later orders merely to fill the sequences; the true series continues, with $\psi_3=(0,1)$ and $E_4=1$.

```lean
/-- State corrections for the coupled two-level system through second order; later entries are set
to 0 as fillers. -/
def levelState : ℕ → EuclideanSpace ℂ (Fin 2)
  | 0 => !₂[1, 0]
  | 1 => !₂[0, -1]
  | _ + 2 => 0

/-- Energy corrections for the coupled two-level system through second order: 0, 0 and -1; later
entries are set to 0 as fillers. -/
def levelEnergy (k : ℕ) : ℝ := if k = 2 then -1 else 0
```

They satisfy every hypothesis of the main theorem at `N = 2`, which is checked component by component.

```lean
/-- The coupled two-level system is Hermitian and its listed corrections solve the order
equations through second order. -/
theorem solvesThrough_witness : levels.IsSymmetric ∧ coupling.IsSymmetric ∧
    SolvesThrough levels coupling levelState levelEnergy 2 := by
  refine ⟨?_, ?_, ?_, ?_, ?_, ?_⟩
  · intro x y
    simp [levels, PiLp.inner_apply, Fin.sum_univ_two]
  · intro x y
    simp [coupling, PiLp.inner_apply, Fin.sum_univ_two, add_comm]
  · simp [levelState, EuclideanSpace.norm_eq, Fin.sum_univ_two]
  · intro k h1 h2
    interval_cases k <;> simp [levelState, PiLp.inner_apply, Fin.sum_univ_two]
  · ext i
    fin_cases i <;> simp [levels, levelState, levelEnergy]
  · intro k hk
    have hk' : k = 0 ∨ k = 1 := by omega
    rcases hk' with rfl | rfl <;> ext i <;> fin_cases i <;>
      simp [levels, coupling, levelState, levelEnergy, Finset.Nat.antidiagonal_succ]
```

At first order the truncated energy is $0$ and the general bound is $t^2$, since $C=\|V\psi_1\|=1$. The last theorem gives a lower bound of the same power, valid for both eigenvalues.

By hand, the eigenvalue equation gives $\mu(\mu-1)=t^2$. If $|\mu|<t^2/2$, then $|\mu|<1/2$ because $t^2\le1$, and so

$$t^2=|\mu||\mu-1|\le\tfrac32|\mu|<\tfrac34t^2,$$

which is impossible. In Lean, `hsec` derives the secular equation: if it failed, both components of the eigenvector would vanish. The final case split on the sign of `μ` carries out the estimate.

```lean
/-- In the coupled two-level system with `|t| ≤ 1`, every real eigenvalue differs from the
first-order energy by at least `t ^ 2 / 2`. -/
theorem first_order_error_sharp (t : ℝ) (ht : |t| ≤ 1) (μ : ℝ)
    (hμ : Module.End.HasEigenvalue (levels + (t : ℂ) • coupling) (μ : ℂ)) :
    t ^ 2 / 2 ≤ |μ - truncEnergy levelEnergy 1 t| := by
  obtain ⟨x, hx⟩ := hμ.exists_hasEigenvector
  have h0 : (t : ℂ) * x 1 = μ * x 0 := by
    have := congrArg (fun y : EuclideanSpace ℂ (Fin 2) => y 0) hx.apply_eq_smul
    simpa [levels, coupling] using this
  have h1 : x 1 + (t : ℂ) * x 0 = μ * x 1 := by
    have := congrArg (fun y : EuclideanSpace ℂ (Fin 2) => y 1) hx.apply_eq_smul
    simpa [levels, coupling] using this
  -- the secular equation
  have hsec : (μ : ℂ) * (μ - 1) - (t : ℂ) ^ 2 = 0 := by
    by_contra hne
    have hx0 : x 0 = 0 := (mul_eq_zero.1 (show ((μ : ℂ) * (μ - 1) - (t : ℂ) ^ 2) * x 0 = 0 by
      linear_combination (-((μ : ℂ) - 1)) * h0 - (t : ℂ) * h1)).resolve_left hne
    have hx1 : x 1 = 0 := (mul_eq_zero.1 (show ((μ : ℂ) * (μ - 1) - (t : ℂ) ^ 2) * x 1 = 0 by
      linear_combination (-(t : ℂ)) * h0 - (μ : ℂ) * h1)).resolve_left hne
    apply hx.2
    ext i
    fin_cases i
    · simpa using hx0
    · simpa using hx1
  have hr : μ * (μ - 1) - t ^ 2 = 0 := by exact_mod_cast hsec
  have he : truncEnergy levelEnergy 1 t = 0 := by
    simp [truncEnergy, levelEnergy]
  have ht2 : t ^ 2 ≤ 1 := by
    have := abs_le.1 ht
    nlinarith
  rw [he, sub_zero]
  by_contra hlt
  have hb := abs_lt.1 (not_le.1 hlt)
  rcases le_total 0 μ with hm | hm
  · nlinarith [mul_nonneg hm (show 0 ≤ 1 - μ by linarith)]
  · nlinarith [mul_nonneg (neg_nonneg.2 hm) (show 0 ≤ μ + 1 / 2 by linarith)]

end

end PerturbationSeriesError
```

For this system, then, the exponent $N+1=2$ at first order is the best possible.

```lean
#print axioms PerturbationSeriesError.exists_eigenvalue_near_truncEnergy
#print axioms PerturbationSeriesError.first_order_error_sharp
```

```
'PerturbationSeriesError.exists_eigenvalue_near_truncEnergy' depends on axioms: [propext, Classical.choice, Quot.sound]
'PerturbationSeriesError.first_order_error_sharp' depends on axioms: [propext, Classical.choice, Quot.sound]
```
